# The second-order value as a lower bound on the correlation integrand with a coupling-independent local-field factor

At one wavevector and one imaginary frequency, let v > 0 be the interaction, χ₀ < 0 the non-interacting density response and G a real local-field factor that does not depend on the coupling strength l. The response at coupling l is χ_l = χ₀ / (1 − l v (1 − G) χ₀), and the correlation integrand is minus the integral of v (χ_l − χ₀) over l from 0 to 1. The lemma says that this integrand is at least its second-order value, −(1 − G)(v χ₀)²/2, whenever 1 − v (1 − G) χ₀ > 0. The proof bounds v (χ_l − χ₀) above by l (1 − G)(v χ₀)² at each coupling, then integrates both sides over l.

Lean 4 with Mathlib refuses this proof:

```lean
import Mathlib

open Set Filter Topology

namespace SecondOrderLeCorrelation

noncomputable section

/-- Density response at coupling strength `l`, for interaction `v`, non-interacting response `χ₀`
and a local-field factor `G` independent of coupling; its domain is `1 - l v (1 - G) χ₀ ≠ 0`. -/
def response (v χ₀ G l : ℝ) : ℝ := χ₀ / (1 - l * v * (1 - G) * χ₀)

/-- Correlation integrand at one wavevector and imaginary frequency: minus the coupling-constant
integral of `v (χ_l - χ₀)`. Its domain is the stable range `0 < 1 - v (1 - G) χ₀`. -/
def correlation (v χ₀ G : ℝ) : ℝ :=
  -∫ l in (0 : ℝ)..1, v * (response v χ₀ G l - χ₀)

/-- If the denominator of the response is positive at full coupling, it is positive at every
coupling between 0 and 1. -/
theorem denom_pos {v χ₀ G l : ℝ} (h : 0 < 1 - v * (1 - G) * χ₀) (hl : l ∈ Icc (0 : ℝ) 1) :
    0 < 1 - l * v * (1 - G) * χ₀ := by
  have h1 := mul_nonneg hl.1 h.le
  rcases hl.2.lt_or_eq with h2 | h2
  · nlinarith
  · rw [h2, one_mul]
    exact h

/-- In the stable range the integrand of the coupling integral is continuous in the coupling. -/
theorem continuousOn_coupling {v χ₀ G : ℝ} (h : 0 < 1 - v * (1 - G) * χ₀) :
    ContinuousOn (fun l => v * (response v χ₀ G l - χ₀)) (Icc 0 1) := by
  unfold response
  exact continuousOn_const.mul ((ContinuousOn.div continuousOn_const (by fun_prop)
    (fun l hl => (denom_pos h hl).ne')).sub continuousOn_const)

/-- For `v > 0`, `χ₀ < 0` and `G` in the stable range, the correlation integrand is at least
its second-order value `-(1 - G) (v χ₀)² / 2`. -/
theorem second_order_le_correlation {v χ₀ G : ℝ} (hv : 0 < v) (hχ : χ₀ < 0)
    (h : 0 < 1 - v * (1 - G) * χ₀) :
    -((1 - G) * (v * χ₀) ^ 2 / 2) ≤ correlation v χ₀ G := by
  have hle : ∀ l ∈ Icc (0 : ℝ) 1,
      v * (response v χ₀ G l - χ₀) ≤ l * ((1 - G) * (v * χ₀) ^ 2) := by
    intro l hl
    have h1 : response v χ₀ G l ≤ χ₀ * (1 + l * v * (1 - G) * χ₀) := by
      unfold response
      rw [div_le_iff₀ (denom_pos h hl)]
      nlinarith [mul_nonneg (neg_nonneg.2 hχ.le) (sq_nonneg (l * v * (1 - G) * χ₀))]
    have h2 := mul_le_mul_of_nonneg_left h1 hv.le
    nlinarith
  have hi := intervalIntegral.integral_mono_on zero_le_one
    ((continuousOn_coupling h).intervalIntegrable_of_Icc zero_le_one)
    (Continuous.intervalIntegrable (by fun_prop) 0 1) hle
  rw [intervalIntegral.integral_mul_const, integral_id] at hi
  unfold correlation
  linarith

end

end SecondOrderLeCorrelation
```

Messages:

```
Main.lean:51:5: error: typeclass instance problem is stuck
  MeasureTheory.IsLocallyFiniteMeasure ?m.283

Note: Lean will not try to resolve this typeclass instance problem because the fourth type argument to `MeasureTheory.IsLocallyFiniteMeasure` is a metavariable. This argument must be fully determined before Lean will try to resolve the typeclass.

Hint: Adding type annotations and supplying implicit arguments to functions can give Lean more information for typeclass resolution. For example, if you have a variable `x` that you intend to be a `Nat`, but Lean reports it as having an unresolved type like `?m`, replacing `x` with `(x : Nat)` can get typeclass resolution un-stuck.
```

The repair, with which the file compiles:

```diff
@@ -47,7 +47,11 @@
     have h2 := mul_le_mul_of_nonneg_left h1 hv.le
     nlinarith
-  have hi := intervalIntegral.integral_mono_on zero_le_one
-    ((continuousOn_coupling h).intervalIntegrable_of_Icc zero_le_one)
-    (Continuous.intervalIntegrable (by fun_prop) 0 1) hle
+  have hf : IntervalIntegrable (fun l : ℝ => v * (response v χ₀ G l - χ₀))
+      MeasureTheory.volume 0 1 :=
+    (continuousOn_coupling h).intervalIntegrable_of_Icc zero_le_one
+  have hg : IntervalIntegrable (fun l : ℝ => l * ((1 - G) * (v * χ₀) ^ 2))
+      MeasureTheory.volume 0 1 :=
+    Continuous.intervalIntegrable (by fun_prop) 0 1
+  have hi := intervalIntegral.integral_mono_on zero_le_one hf hg hle
   rw [intervalIntegral.integral_mul_const, integral_id] at hi
   unfold correlation
```

Diagnosis. The error is at `Continuous.intervalIntegrable`, which is used to show that the upper bound is integrable. That lemma needs the measure to be locally finite, and Lean could not look for the instance because the measure was still unknown, the `?m.283` of the message.

Nothing in the call to `intervalIntegral.integral_mono_on` says which measure is meant. The lemma holds for a general measure, `hi` is given no stated type, and the pointwise inequality `hle` mentions no measure. The two integrability proofs don't settle it either, as they too are written for a general measure. The later steps, which do concern the ordinary integral, come too late to help.

The repair proves the two integrability facts first, as `hf` and `hg`, with types that name the measure `MeasureTheory.volume` and write out the integrands. Lean can then find the instance, and passing `hf` and `hg` to `integral_mono_on` fixes the measure there as well. The mathematical argument is unchanged.
